# For ω > 0 and ε ≠ 0, the exchange fraction α + β erf(ωr) tends to 1/ε at long range exactly when ε(α + β) = 1

The fraction of exact exchange at electron separation r is taken here to be the ratio of the hybrid's exchange kernel v(r) to the bare Coulomb kernel 1/r, in atomic units. That ratio is the product r v(r), so "the fraction at long range" means the limit of r v(r) as r → ∞. The dielectric constant ε enters as a given nonzero real number. It stands for the electronic screening of an isotropic bulk insulator, which weakens the interaction between distant charges from 1/r to 1/(εr). A dielectric-dependent hybrid asks its exchange kernel to have this same tail.

## The error function and the kernel

```lean
import Mathlib

open Filter Topology Set

namespace DielectricDependentHybrid

noncomputable section
```

The first line loads the mathematical library Mathlib, and the `open` line allows short names. Limits in Lean are written with filters. `Tendsto f atTop (𝓝 L)` says that f(r) → L as r → ∞, and `𝓝[>] 0` in place of `atTop` means that r approaches 0 from above.

```lean
/-- The error function, defined by its Gaussian integral. -/
def erf (x : ℝ) : ℝ := 2 / √Real.pi * ∫ t in (0 : ℝ)..x, Real.exp (-t ^ 2)
```

This is the usual definition,

erf(x) = (2/√π) ∫₀ˣ exp(−t²) dt.

The symbol `ℝ` is the type of real numbers, and `-t ^ 2` is read as −(t²).

```lean
/-- The exchange kernel `(α + β erf(ωr)) / r` of a range-separated hybrid, as a function of the
electron separation `r`. -/
def kernel (α β ω r : ℝ) : ℝ := (α + β * erf (ω * r)) / r
```

The expression `kernel α β ω r` is

v(r) = (α + β erf(ωr)) / r.

The real numbers α and β set the amount of exchange, and ω is an inverse length that sets where the short range passes into the long range. The definition accepts any real ω and r, and each theorem states the sign conditions it needs.

## Slope, growth and limit of erf

```lean
/-- The error function vanishes at the origin. -/
theorem erf_zero : erf 0 = 0 := by
  simp [erf]
```

An integral from 0 to 0 vanishes, so erf(0) = 0. The tactic `simp` unfolds the definition and simplifies.

```lean
/-- The error function has derivative `(2/√π) exp(-x²)` at `x`. -/
theorem hasDerivAt_erf (x : ℝ) :
    HasDerivAt erf (2 / √Real.pi * Real.exp (-x ^ 2)) x := by
  have hc : Continuous (fun t : ℝ => Real.exp (-t ^ 2)) := by fun_prop
  exact (hc.integral_hasStrictDerivAt 0 x).hasDerivAt.const_mul (2 / √Real.pi)
```

`HasDerivAt f a x` says that f has derivative a at x. The fundamental theorem of calculus gives

erf′(x) = (2/√π) exp(−x²).

It needs a continuous integrand, which `hc` records. The last line applies the theorem and multiplies by the constant 2/√π.

```lean
/-- The error function is strictly increasing. -/
theorem strictMono_erf : StrictMono erf := by
  apply strictMono_of_deriv_pos
  intro x
  rw [(hasDerivAt_erf x).deriv]
  have hpi : 0 < √Real.pi := Real.sqrt_pos.mpr Real.pi_pos
  positivity
```

The derivative just found is positive everywhere, so erf is strictly increasing. The proof rewrites the derivative with the previous theorem, and `positivity` checks its sign.

```lean
/-- The error function tends to one at infinity. -/
theorem tendsto_erf_atTop : Tendsto erf atTop (𝓝 1) := by
  have hi : MeasureTheory.Integrable (fun t : ℝ => Real.exp (-t ^ 2)) := by
    simpa using integrable_exp_neg_mul_sq (b := 1) one_pos
  -- the Gaussian integral over the half line
  have hv : ∫ t in Ioi (0 : ℝ), Real.exp (-t ^ 2) = √Real.pi / 2 := by
    simpa using integral_gaussian_Ioi 1
  have h := (MeasureTheory.intervalIntegral_tendsto_integral_Ioi 0
    hi.integrableOn tendsto_id).const_mul (2 / √Real.pi)
  have hpi : √Real.pi ≠ 0 := (Real.sqrt_pos.mpr Real.pi_pos).ne'
  have h1 : 2 / √Real.pi * (√Real.pi / 2) = 1 := by field_simp
  rw [hv, h1] at h
  exact h
```

By hand, one squares the Gaussian integral over the whole line and uses polar coordinates:

(∫ exp(−t²) dt)² = 2π ∫₀^∞ exp(−ρ²) ρ dρ = π.

The integrand is even, so the half line contributes √π/2, and therefore

erf(x) → (2/√π) · (√π/2) = 1 as x → ∞.

In Lean, the half-line value `hv` comes from Mathlib. The integrability statement `hi` ensures that the integral from 0 to x converges to the one over the half line, and `h1` is the final product.

## The two ends of the exchange fraction

```lean
/-- At nonzero separation, the kernel multiplied by `r` is `α + β erf(ωr)`. -/
theorem mul_kernel (α β ω : ℝ) {r : ℝ} (hr : r ≠ 0) :
    r * kernel α β ω r = α + β * erf (ω * r) := by
  unfold kernel
  exact mul_div_cancel₀ _ hr
```

For r ≠ 0 the factor r cancels the denominator:

r v(r) = α + β erf(ωr).

The hypothesis `hr` is what permits the cancellation. The curly braces around `r` mean that Lean infers r from `hr`.

```lean
/-- At short range the fraction of exact exchange `r v(r)` tends to `α`. -/
theorem tendsto_short_range (α β ω : ℝ) :
    Tendsto (fun r => r * kernel α β ω r) (𝓝[>] 0) (𝓝 α) := by
  have he : Continuous erf :=
    continuous_iff_continuousAt.mpr fun x => (hasDerivAt_erf x).continuousAt
  have hc : Continuous (fun r : ℝ => α + β * erf (ω * r)) :=
    continuous_const.add
      (continuous_const.mul (he.comp (continuous_const.mul continuous_id)))
  have h : Tendsto (fun r : ℝ => α + β * erf (ω * r)) (𝓝[>] 0)
      (𝓝 (α + β * erf (ω * 0))) :=
    (hc.tendsto 0).mono_left nhdsWithin_le_nhds
  rw [mul_zero, erf_zero, mul_zero, add_zero] at h
  refine h.congr' ?_
  filter_upwards [self_mem_nhdsWithin] with r hr
  exact (mul_kernel α β ω (mem_Ioi.mp hr).ne').symm
```

The function α + β erf(ωr) is continuous in r, because a differentiable function is continuous. Its limit at 0 is therefore its value there:

r v(r) → α + β erf(0) = α as r → 0⁺.

The proof establishes this limit for α + β erf(ωr). It then uses `congr'` to pass to r v(r), which agrees with that expression at every r > 0. No condition on ω is needed.

```lean
/-- For `ω > 0` the fraction of exact exchange `r v(r)` tends to `α + β` at long range. -/
theorem tendsto_long_range (α β : ℝ) {ω : ℝ} (hω : 0 < ω) :
    Tendsto (fun r => r * kernel α β ω r) atTop (𝓝 (α + β)) := by
  have h := ((tendsto_erf_atTop.comp
    (tendsto_id.const_mul_atTop hω)).const_mul β).const_add α
  rw [mul_one] at h
  refine h.congr' ?_
  filter_upwards [eventually_gt_atTop 0] with r hr
  exact (mul_kernel α β ω hr.ne').symm
```

Since ω > 0, the argument ωr grows without bound as r → ∞, so erf(ωr) → 1 and

r v(r) → α + β.

The Lean proof composes the limit of erf with ωr → ∞, multiplies by β and adds α. It passes to r v(r) as before, now for all sufficiently large r.

The hypothesis ω > 0 matters. Take ω = 0 and α = β = 1/4. Then erf(ωr) = 0 at every r, and the fraction stays at 1/4 instead of tending to 1/2. With ε = 2 the product ε(α + β) equals 1, yet the long-range fraction is not 1/ε.

## Matching the dielectric constant

```lean
/-- For `ω > 0` and `ε ≠ 0`, the fraction of exact exchange tends to `1/ε` at long range if and only
if `ε (α + β) = 1`. -/
theorem dielectric_condition (α β : ℝ) {ω ε : ℝ} (hω : 0 < ω) (hε : ε ≠ 0) :
    Tendsto (fun r => r * kernel α β ω r) atTop (𝓝 (1 / ε)) ↔ ε * (α + β) = 1 := by
  constructor
  · intro h
    rw [tendsto_nhds_unique (tendsto_long_range α β hω) h]
    exact mul_one_div_cancel hε
  · intro h
    have hs : α + β = 1 / ε := by
      rw [eq_div_iff hε]
      linarith
    rw [← hs]
    exact tendsto_long_range α β hω
```

For ω > 0 and ε ≠ 0, the theorem reads

r v(r) → 1/ε as r → ∞ if and only if ε(α + β) = 1.

Suppose first that the fraction tends to 1/ε. It also tends to α + β, and a function has at most one limit at infinity, so α + β = 1/ε. Multiplying by ε gives the condition. `tendsto_nhds_unique` is the uniqueness of limits, and `mul_one_div_cancel` is ε · (1/ε) = 1.

Conversely, if ε(α + β) = 1, division by ε gives α + β = 1/ε, and the long-range limit already proved is the required one. This equality is `hs`.

The hypothesis ε ≠ 0 also guards against a convention: Lean sets 1/0 = 0, so with ε = α = β = 0 the limit statement would hold while the product condition would read 0 = 1.

If ε and α are given, the condition determines the remaining parameter:

β = 1/ε − α.

For ε = 10 and α = 0.25 this gives β = −0.15. Some codes attach the second parameter to erfc = 1 − erf instead. The same kernel is then

v(r) = ((α + β) − β erfc(ωr)) / r,

so the constant term is the long-range fraction, and the pair of parameters (α, β) becomes (α + β, −β).

For electronic structure, the theorem fixes one parameter of a range-separated hybrid, in a model where screening is a single scalar. It concerns the kernel alone: the orbitals, the semilocal part of the functional, anisotropic screening and the quality of computed band gaps do not enter.

## The fraction between its limits

```lean
/-- For `β > 0` and `ω > 0` the fraction of exact exchange at any `r > 0` lies strictly between `α`
and `α + β`. -/
theorem fraction_strictly_between (α : ℝ) {β ω r : ℝ} (hβ : 0 < β) (hω : 0 < ω)
    (hr : 0 < r) :
    α < r * kernel α β ω r ∧ r * kernel α β ω r < α + β := by
  rw [mul_kernel α β ω hr.ne']
  have h0 : 0 < erf (ω * r) := by
    have h := strictMono_erf (mul_pos hω hr)
    rwa [erf_zero] at h
  have h1 : erf (ω * r) < 1 :=
    lt_of_lt_of_le (strictMono_erf (lt_add_one (ω * r)))
      (strictMono_erf.monotone.ge_of_tendsto tendsto_erf_atTop _)
  constructor
  · nlinarith [mul_pos hβ h0]
  · nlinarith [mul_pos hβ (sub_pos.mpr h1)]
```

For β > 0, ω > 0 and r > 0,

α < r v(r) < α + β.

The symbol `∧` means "and". Because ωr > 0 and erf is strictly increasing from erf(0) = 0, we have erf(ωr) > 0. For the upper bound, compare with a point one unit further on:

erf(ωr) < erf(ωr + 1) ≤ 1.

The second inequality holds because an increasing function never exceeds its limit at infinity. Multiplying 0 < erf(ωr) < 1 by β and adding α gives the result. The two bounds on erf are `h0` and `h1`, and `nlinarith` does the closing algebra. With β > 0 and ω > 0, the fraction thus approaches its long-range limit α + β from below and does not reach it at any finite separation. When ε(α + β) = 1, that limit is 1/ε. For β < 0, as in the numerical example above, multiplying by β reverses both inequalities, and the fraction approaches α + β from above.

```lean
/-- For `β ≠ 0` and `ω > 0` each intermediate fraction of exact exchange `α + sβ`, with `0 < s < 1`,
occurs at exactly one separation `r > 0`. -/
theorem existsUnique_crossover (α : ℝ) {β ω s : ℝ} (hβ : β ≠ 0) (hω : 0 < ω)
    (hs0 : 0 < s) (hs1 : s < 1) :
    ∃! r : ℝ, 0 < r ∧ r * kernel α β ω r = α + s * β := by
  -- the intermediate value theorem gives a point where erf equals s
  obtain ⟨X, hX⟩ := (tendsto_erf_atTop.eventually_const_lt hs1).exists
  have hX0 : 0 < X := by
    apply strictMono_erf.lt_iff_lt.mp
    rw [erf_zero]
    exact hs0.trans hX
  have hc : ContinuousOn erf (Icc 0 X) :=
    fun x _ => (hasDerivAt_erf x).continuousAt.continuousWithinAt
  have hmem : s ∈ Icc (erf 0) (erf X) := ⟨by rw [erf_zero]; exact hs0.le, hX.le⟩
  obtain ⟨x, _, hx⟩ := intermediate_value_Icc hX0.le hc hmem
  have hx0 : 0 < x := by
    apply strictMono_erf.lt_iff_lt.mp
    rw [erf_zero, hx]
    exact hs0
  have hr : 0 < x / ω := div_pos hx0 hω
  have hωx : ω * (x / ω) = x := mul_div_cancel₀ x hω.ne' |> fun h => by
    field_simp
  refine ⟨x / ω, ⟨hr, ?_⟩, ?_⟩
  · rw [mul_kernel α β ω hr.ne', hωx, hx, mul_comm β s]
  · -- strict monotonicity of erf gives uniqueness
    rintro y ⟨hy, hfy⟩
    rw [mul_kernel α β ω hy.ne'] at hfy
    have hey : erf (ω * y) = erf x := by
      rw [hx]
      apply mul_left_cancel₀ hβ
      linarith
    have hyx : ω * y = x := strictMono_erf.injective hey
    rw [eq_div_iff hω.ne']
    linarith

end

end DielectricDependentHybrid
```

The symbol `∃!` means "there is exactly one". For β ≠ 0, ω > 0 and 0 < s < 1, exactly one separation r > 0 satisfies

r v(r) = α + sβ.

Negative β, as in the numerical example above, is included.

For existence, one needs erf(ωr) = s. Since erf tends to 1 and s < 1, some X has erf(X) > s. This X is positive, because erf(X) > 0 = erf(0) and erf is increasing. The intermediate value theorem on [0, X] then gives an x with erf(x) = s, and x > 0 for the same reason. The separation is r = x/ω.

For uniqueness, let y > 0 have the same fraction. Then β erf(ωy) = βs, and cancelling β ≠ 0 gives erf(ωy) = s = erf(x). A strictly increasing function takes no value twice, so ωy = x and y = x/ω.

In Lean, `obtain` names the points X and x, and `refine` supplies x/ω as the answer. The last block, from `rintro` on, is the uniqueness argument. Taking s = 1/2 gives a definite meaning to the separation at which the kernel is halfway from its short-range to its long-range fraction; since x depends only on s, that separation is proportional to 1/ω.

```lean
#print axioms DielectricDependentHybrid.tendsto_long_range
#print axioms DielectricDependentHybrid.dielectric_condition
#print axioms DielectricDependentHybrid.fraction_strictly_between
#print axioms DielectricDependentHybrid.existsUnique_crossover
```

```
'DielectricDependentHybrid.tendsto_long_range' depends on axioms: [propext, Classical.choice, Quot.sound]
'DielectricDependentHybrid.dielectric_condition' depends on axioms: [propext, Classical.choice, Quot.sound]
'DielectricDependentHybrid.fraction_strictly_between' depends on axioms: [propext, Classical.choice, Quot.sound]
'DielectricDependentHybrid.existsUnique_crossover' depends on axioms: [propext, Classical.choice, Quot.sound]
```
